# A sign change of the ground state around a disc forces a degeneracy in a continuous real two-state Hamiltonian

Two electronic states of a molecule depend on two nuclear displacements $x$ and $y$. Do their energies meet somewhere inside a loop of geometries, if only the ground state on the loop is known? The smallest example is

$$H(x,y)=\begin{pmatrix}x&y\\y&-x\end{pmatrix},$$

with energies $\pm\sqrt{x^2+y^2}$. On the unit circle, $x=\cos t$, $y=\sin t$, a continuous ground vector is $v(t)=(-\sin\tfrac t2,\cos\tfrac t2)$. It starts at $(0,1)$ and ends at $(0,-1)$. The Hamiltonian has returned, the vector has changed sign, and the levels meet at the centre.

The general statement concerns a continuous family $A(z)$ of real symmetric $2\times2$ matrices on the closed unit disc, $z=x+iy$. If a continuous real unit ground vector $v(t)$ of $A(e^{it})$, $0\le t\le2\pi$, satisfies $v(2\pi)=-v(0)$, then $A(z)$ has a repeated eigenvalue at some $z$ in the disc.

## The sign in a loop calculation

In electronic structure, a search for conical intersections can use this sign to detect a degeneracy enclosed by a loop, when the two states can be written, throughout the enclosed region, in a real two-state basis that varies continuously with the geometry.

An eigensolver returns each vector with an arbitrary sign. A loop calculation therefore flips each new vector, if necessary, to make its dot product with the previous one positive. For the example at $t=0,\pi/2,\pi,3\pi/2,2\pi$, starting from $(0,1)$, this gives

$$(0,1),\ (-0.71,0.71),\ (-1,0),\ (-0.71,-0.71),\ (0,-1).$$

The dot product of the last vector with the first is $-1$, which is the sign change. The flips reproduce the continuous vector here because it turns by only $45^\circ$ per step. In general, the points on the loop should be close enough to keep each turn below $90^\circ$.

## A continuous square root of the splitting

Write a real symmetric matrix with diagonal entries $a,d$ and coupling $b$, and set

$$m=\frac{a+d}{2},\qquad w=\frac{a-d}{2}+ib.$$

If two independent vectors share the eigenvalue $E$, the matrix is $E$ times the identity, so $a=d$, $b=0$ and $w=0$. Conversely, $w=0$ makes it a multiple of the identity. Degeneracy therefore means $w=0$.

Suppose that $w(z)$ vanishes nowhere on the disc. By compactness, $|w|$ has a minimum $\mu>0$. By uniform continuity there is $\eta>0$ such that points closer than $\eta$ have values of $w$ differing by less than $\mu$. Choose a natural number $n$ with $1/(n+1)<\eta$ and put $c_k=k/(n+1)$. Then

$$\left|\frac{w(c_{k+1}z)}{w(c_kz)}-1\right|<1,$$

so each ratio has positive real part and a continuous principal logarithm. The sum

$$L(z)=\operatorname{Log}w(0)+\sum_{k=0}^{n}\operatorname{Log}\frac{w(c_{k+1}z)}{w(c_kz)}$$

is continuous, and its exponential telescopes to $w(z)$.

Now $g=e^{L/2}=p+iq$, with $p,q$ real, is a continuous, nonvanishing square root of $w$. Hence $(a-d)/2=p^2-q^2$ and $b=2pq$. With $r=p^2+q^2=|w|$, multiplication gives

$$A\begin{pmatrix}-q\\p\end{pmatrix}=(m-r)\begin{pmatrix}-q\\p\end{pmatrix},\qquad
A\begin{pmatrix}p\\q\end{pmatrix}=(m+r)\begin{pmatrix}p\\q\end{pmatrix}.$$

The normalised lower vector is $(-q,p)/\sqrt r$; the proof uses the unnormalised one. On the circle, with components numbered from zero, define

$$f(t)=p\,v_1(t)-q\,v_0(t).$$

If $f(t)=0$, then $v(t)$ is parallel to $(p,q)$ and has the upper energy, which is impossible for a ground vector. But $g$ has the same value at both ends of the loop, so $f(2\pi)=-f(0)$, and the intermediate value theorem gives a zero of $f$. This contradiction proves the claim.

A neighbouring result follows: with no degeneracy in the disc, $v(2\pi)=v(0)$. Both are unit vectors in the same one-dimensional eigenspace, so they agree up to sign, and the minus sign has just been excluded. This corollary is argued here in prose and has no theorem in the code.

## The Lean development

```lean
import Mathlib

open Matrix Set Metric

namespace LonguetHigginsIntersection

noncomputable section

/-- A real unit eigenvector of `M` whose eigenvalue is the lowest one. -/
def IsGroundVector (M : Matrix (Fin 2) (Fin 2) ℝ) (v : Fin 2 → ℝ) : Prop :=
  v 0 ^ 2 + v 1 ^ 2 = 1 ∧ ∃ E : ℝ, M *ᵥ v = E • v ∧
    ∀ (μ : ℝ) (u : Fin 2 → ℝ), u ≠ 0 → M *ᵥ u = μ • u → E ≤ μ

/-- Two linearly independent eigenvectors of `M` share one eigenvalue. -/
def IsDegenerate (M : Matrix (Fin 2) (Fin 2) ℝ) : Prop :=
  ∃ (E : ℝ) (u w : Fin 2 → ℝ), LinearIndependent ℝ ![u, w] ∧
    M *ᵥ u = E • u ∧ M *ᵥ w = E • w

/-- Half the difference of the diagonal energies, and the off-diagonal coupling,
as the real and imaginary parts of one complex number. -/
def splitting (M : Matrix (Fin 2) (Fin 2) ℝ) : ℂ :=
  (((M 0 0 - M 1 1) / 2 : ℝ) : ℂ) + ((M 0 1 : ℝ) : ℂ) * Complex.I

/-- The eigenvalue equation of a two-state Hamiltonian, written in components. -/
theorem eigen_iff (M : Matrix (Fin 2) (Fin 2) ℝ) (u : Fin 2 → ℝ) (E : ℝ) :
    M *ᵥ u = E • u ↔ M 0 0 * u 0 + M 0 1 * u 1 = E * u 0 ∧
      M 1 0 * u 0 + M 1 1 * u 1 = E * u 1 := by
  rw [funext_iff, Fin.forall_fin_two]
  simp [Matrix.mulVec, dotProduct, Fin.sum_univ_two]

/-- Two real two-component states are linearly independent exactly when their
determinant is nonzero. -/
theorem independent_iff (u w : Fin 2 → ℝ) :
    LinearIndependent ℝ ![u, w] ↔ u 0 * w 1 - u 1 * w 0 ≠ 0 := by
  rw [LinearIndependent.pair_iff]
  constructor
  · intro h hD
    have h1 := h (w 1) (-u 1) (by
      rw [funext_iff, Fin.forall_fin_two]
      simp only [Pi.add_apply, Pi.smul_apply, smul_eq_mul, Pi.zero_apply]
      exact ⟨by linear_combination hD, by ring⟩)
    have h2 := h (w 0) (-u 0) (by
      rw [funext_iff, Fin.forall_fin_two]
      simp only [Pi.add_apply, Pi.smul_apply, smul_eq_mul, Pi.zero_apply]
      exact ⟨by ring, by linear_combination -hD⟩)
    have h3 := h 1 0 (by
      rw [funext_iff, Fin.forall_fin_two]
      simp only [Pi.add_apply, Pi.smul_apply, smul_eq_mul, Pi.zero_apply]
      exact ⟨by linarith [h2.2], by linarith [h1.2]⟩)
    exact one_ne_zero h3.1
  · intro hD s t h
    have h0 := congrFun h 0
    have h1 := congrFun h 1
    simp only [Pi.add_apply, Pi.smul_apply, smul_eq_mul, Pi.zero_apply] at h0 h1
    exact ⟨(mul_eq_zero.mp (by linear_combination w 1 * h0 - w 0 * h1 :
        s * (u 0 * w 1 - u 1 * w 0) = 0)).resolve_right hD,
      (mul_eq_zero.mp (by linear_combination u 0 * h1 - u 1 * h0 :
        t * (u 0 * w 1 - u 1 * w 0) = 0)).resolve_right hD⟩

/-- A real symmetric two-state Hamiltonian is degenerate exactly when its diagonal
energies coincide and its coupling vanishes. -/
theorem isDegenerate_iff {M : Matrix (Fin 2) (Fin 2) ℝ} (hM : M.IsSymm) :
    IsDegenerate M ↔ splitting M = 0 := by
  constructor
  · rintro ⟨E, u, w, hli, hu, hw⟩
    rw [independent_iff] at hli
    rw [eigen_iff] at hu hw
    have ha : M 0 0 = E := mul_right_cancel₀ hli
      (by linear_combination w 1 * hu.1 - u 1 * hw.1)
    have hb : M 0 1 = 0 := mul_right_cancel₀ hli
      (by linear_combination u 0 * hw.1 - w 0 * hu.1)
    have hd : M 1 1 = E := mul_right_cancel₀ hli
      (by linear_combination u 0 * hw.2 - w 0 * hu.2)
    simp [splitting, ha, hb, hd]
  · intro h
    have hr := congrArg Complex.re h
    have hb := congrArg Complex.im h
    simp [splitting] at hr hb
    have hd : M 1 1 = M 0 0 := by linarith
    have hs : M 1 0 = M 0 1 := hM.apply 0 1
    refine ⟨M 0 0, ![1, 0], ![0, 1], ?_, ?_, ?_⟩
    · rw [independent_iff]; simp
    · rw [eigen_iff]; simp [hs, hb]
    · rw [eigen_iff]; simp [hb, hd]

/-- A continuous complex function without zeros on the closed unit disc has a
continuous logarithm there. -/
theorem exists_continuous_log {w : ℂ → ℂ} (hw : ContinuousOn w (closedBall 0 1))
    (h0 : ∀ z ∈ closedBall (0 : ℂ) 1, w z ≠ 0) :
    ∃ L : ℂ → ℂ, ContinuousOn L (closedBall 0 1) ∧
      ∀ z ∈ closedBall (0 : ℂ) 1, Complex.exp (L z) = w z := by
  have hK : IsCompact (closedBall (0 : ℂ) 1) := isCompact_closedBall 0 1
  obtain ⟨a, ha, hmin⟩ := hK.exists_isMinOn ⟨0, by simp⟩ hw.norm
  obtain ⟨η, hη, hu⟩ := Metric.uniformContinuousOn_iff.mp
    (hK.uniformContinuousOn_of_continuous hw) ‖w a‖ (norm_pos_iff.mpr (h0 a ha))
  obtain ⟨n, hn⟩ := exists_nat_one_div_lt hη
  let c : ℕ → ℂ := fun k => (((k : ℝ) / ((n : ℝ) + 1) : ℝ) : ℂ)
  have hmem : ∀ k ≤ n + 1, ∀ z ∈ closedBall (0 : ℂ) 1, c k * z ∈ closedBall (0 : ℂ) 1 := by
    intro k hk z hz
    rw [mem_closedBall_zero_iff] at hz ⊢
    have h1 : (k : ℝ) / ((n : ℝ) + 1) ≤ 1 := by
      rw [div_le_one (by positivity)]
      exact_mod_cast hk
    rw [norm_mul, Complex.norm_real, Real.norm_of_nonneg (by positivity)]
    exact mul_le_one₀ h1 (norm_nonneg _) hz
  -- scale the disc out from its centre in n + 1 small steps
  have key : ∀ k : ℕ, k ≤ n + 1 → ∃ L : ℂ → ℂ, ContinuousOn L (closedBall 0 1) ∧
      ∀ z ∈ closedBall (0 : ℂ) 1, Complex.exp (L z) = w (c k * z) := by
    intro k
    induction k with
    | zero =>
      intro _
      refine ⟨fun _ => Complex.log (w 0), continuousOn_const, fun z _ => ?_⟩
      rw [Complex.exp_log (h0 0 (by simp))]
      simp [c]
    | succ k ih =>
      intro hk
      obtain ⟨L, hL, hexp⟩ := ih (by omega)
      have hc : ∀ j ≤ n + 1, ContinuousOn (fun z => w (c j * z)) (closedBall 0 1) :=
        fun j hj => hw.comp (continuous_const.mul continuous_id).continuousOn (hmem j hj)
      have hne : ∀ j ≤ n + 1, ∀ z ∈ closedBall (0 : ℂ) 1, w (c j * z) ≠ 0 :=
        fun j hj z hz => h0 _ (hmem j hj z hz)
      have hslit : ∀ z ∈ closedBall (0 : ℂ) 1,
          w (c (k + 1) * z) / w (c k * z) ∈ Complex.slitPlane := by
        intro z hz
        have hkz := hne k (by omega) z hz
        have e : c (k + 1) * z - c k * z = ((1 / ((n : ℝ) + 1) : ℝ) : ℂ) * z := by
          simp only [c]
          push_cast
          ring
        have hd : dist (c (k + 1) * z) (c k * z) < η := by
          rw [dist_eq_norm, e, norm_mul, Complex.norm_real,
            Real.norm_of_nonneg (by positivity)]
          exact (mul_le_of_le_one_right (by positivity)
            (mem_closedBall_zero_iff.mp hz)).trans_lt hn
        have h1 := hu _ (hmem _ hk z hz) _ (hmem k (by omega) z hz) hd
        have h2 : ‖w a‖ ≤ ‖w (c k * z)‖ := hmin (hmem k (by omega) z hz)
        have h3 : ‖w (c (k + 1) * z) / w (c k * z) - 1‖ < 1 := by
          rw [div_sub_one hkz, norm_div, div_lt_one (norm_pos_iff.mpr hkz), ← dist_eq_norm]
          exact h1.trans_le h2
        have h4 := (abs_lt.mp ((Complex.abs_re_le_norm _).trans_lt h3)).1
        rw [Complex.sub_re, Complex.one_re] at h4
        exact Complex.mem_slitPlane_iff.mpr (Or.inl (by linarith))
      refine ⟨fun z => L z + Complex.log (w (c (k + 1) * z) / w (c k * z)),
        hL.add (((hc _ hk).div (hc k (by omega)) (hne k (by omega))).clog hslit), ?_⟩
      intro z hz
      rw [Complex.exp_add, hexp z hz, Complex.exp_log
        (div_ne_zero (hne _ hk z hz) (hne k (by omega) z hz))]
      exact mul_div_cancel₀ _ (hne k (by omega) z hz)
  obtain ⟨L, hL, hexp⟩ := key (n + 1) le_rfl
  have hc1 : c (n + 1) = 1 := by
    simp only [c]
    push_cast
    exact div_self (Nat.cast_add_one_ne_zero n)
  exact ⟨L, hL, fun z hz => by rw [hexp z hz, hc1, one_mul]⟩

/-- If `g` is a nonzero square root of the splitting of a real symmetric `M`, every
ground vector of `M` has nonzero overlap with `(-Im g, Re g)`. -/
theorem overlap_ne_zero {M : Matrix (Fin 2) (Fin 2) ℝ} (hM : M.IsSymm) {g : ℂ}
    (hg : g ≠ 0) (h : g * g = splitting M) {v : Fin 2 → ℝ} (hv : IsGroundVector M v) :
    g.re * v 1 - g.im * v 0 ≠ 0 := by
  intro ho
  obtain ⟨hn, E, hE, hlow⟩ := hv
  rw [eigen_iff] at hE
  have hs : M 1 0 = M 0 1 := hM.apply 0 1
  have hr := congrArg Complex.re h
  have hi := congrArg Complex.im h
  simp [splitting] at hr hi
  have hpos : 0 < g.re * g.re + g.im * g.im := by
    have := Complex.normSq_pos.mpr hg
    rwa [Complex.normSq_apply] at this
  -- a vanishing overlap would put v on the upper level
  have hup : E = (M 0 0 + M 1 1) / 2 + (g.re * g.re + g.im * g.im) := by
    rw [hs] at hE
    have e0 : (E - ((M 0 0 + M 1 1) / 2 + (g.re * g.re + g.im * g.im))) * v 0 = 0 := by
      linear_combination -hE.1 - v 0 * hr - v 1 * hi + 2 * g.im * ho
    have e1 : (E - ((M 0 0 + M 1 1) / 2 + (g.re * g.re + g.im * g.im))) * v 1 = 0 := by
      linear_combination -hE.2 + v 1 * hr - v 0 * hi - 2 * g.re * ho
    linear_combination v 0 * e0 + v 1 * e1 -
      (E - ((M 0 0 + M 1 1) / 2 + (g.re * g.re + g.im * g.im))) * hn
  have hle := hlow ((M 0 0 + M 1 1) / 2 - (g.re * g.re + g.im * g.im)) ![-g.im, g.re]
    (by
      intro hz
      have z0 := congrFun hz 0
      have z1 := congrFun hz 1
      simp at z0 z1
      exact hg (Complex.ext z1 z0))
    (by
      rw [eigen_iff, hs]
      simp only [Matrix.cons_val_zero, Matrix.cons_val_one]
      constructor
      · linear_combination g.im * hr - g.re * hi
      · linear_combination g.re * hr + g.im * hi)
  linarith

/-- **Longuet-Higgins intersection test.** If a continuous real ground vector of a
continuous real symmetric two-state Hamiltonian changes sign around the boundary of
the closed unit disc, the Hamiltonian is degenerate somewhere in the disc. -/
theorem intersection_of_sign_change {A : ℂ → Matrix (Fin 2) (Fin 2) ℝ}
    (hA : ContinuousOn A (closedBall 0 1)) (hS : ∀ z ∈ closedBall (0 : ℂ) 1, (A z).IsSymm)
    {v : ℝ → Fin 2 → ℝ} (hv : ContinuousOn v (Icc 0 (2 * Real.pi)))
    (hground : ∀ t ∈ Icc 0 (2 * Real.pi), IsGroundVector (A (Complex.exp (t * Complex.I))) (v t))
    (hsign : v (2 * Real.pi) = -v 0) :
    ∃ z ∈ closedBall (0 : ℂ) 1, IsDegenerate (A z) := by
  by_contra hcon
  push Not at hcon
  have hij : ∀ i j, ContinuousOn (fun z => A z i j) (closedBall 0 1) :=
    fun i j => (continuous_id.matrix_elem i j).comp_continuousOn hA
  have hw : ContinuousOn (fun z => splitting (A z)) (closedBall 0 1) :=
    (Complex.continuous_ofReal.comp_continuousOn
      (((hij 0 0).sub (hij 1 1)).div_const 2)).add
      ((Complex.continuous_ofReal.comp_continuousOn (hij 0 1)).mul continuousOn_const)
  obtain ⟨L, hL, hexp⟩ := exists_continuous_log hw
    (fun z hz h => hcon z hz ((isDegenerate_iff (hS z hz)).mpr h))
  have hcirc : ∀ t : ℝ, Complex.exp (t * Complex.I) ∈ closedBall (0 : ℂ) 1 := fun t => by
    rw [mem_closedBall_zero_iff, Complex.norm_exp_ofReal_mul_I]
  -- half the logarithm gives a continuous square root of the splitting
  let g : ℝ → ℂ := fun t => Complex.exp (L (Complex.exp (t * Complex.I)) / 2)
  have hgc : Continuous g := Complex.continuous_exp.comp
    ((hL.comp_continuous (by fun_prop) hcirc).div_const 2)
  have hgg : ∀ t, g t * g t = splitting (A (Complex.exp (t * Complex.I))) := fun t => by
    simp only [g]
    rw [← Complex.exp_add, add_halves, hexp _ (hcirc t)]
  let f : ℝ → ℝ := fun t => (g t).re * v t 1 - (g t).im * v t 0
  have hvi : ∀ i, ContinuousOn (fun t => v t i) (Icc 0 (2 * Real.pi)) :=
    fun i => (continuous_apply i).comp_continuousOn hv
  have hf : ContinuousOn f (Icc 0 (2 * Real.pi)) :=
    ((Complex.continuous_re.comp hgc).continuousOn.mul (hvi 1)).sub
      ((Complex.continuous_im.comp hgc).continuousOn.mul (hvi 0))
  have hg2 : g (2 * Real.pi) = g 0 := by
    have e : Complex.exp (((2 * Real.pi : ℝ) : ℂ) * Complex.I) = 1 := by
      push_cast
      exact Complex.exp_two_pi_mul_I
    simp only [g]
    rw [e]
    simp
  have hf2 : f (2 * Real.pi) = -f 0 := by
    simp only [f, hg2, hsign, Pi.neg_apply]
    ring
  -- the overlap reverses its sign, so it vanishes somewhere on the loop
  have hz : (0 : ℝ) ∈ uIcc (f 0) (f (2 * Real.pi)) := by
    rw [hf2, Set.mem_uIcc]
    rcases le_total (f 0) 0 with h | h
    · exact Or.inl ⟨h, by linarith⟩
    · exact Or.inr ⟨by linarith, h⟩
  have hu : uIcc 0 (2 * Real.pi) = Icc 0 (2 * Real.pi) := uIcc_of_le (by positivity)
  obtain ⟨t, ht, hft⟩ := intermediate_value_uIcc (by rwa [hu]) hz
  rw [hu] at ht
  exact overlap_ne_zero (hS _ (hcirc t)) (Complex.exp_ne_zero _) (hgg t) (hground t ht) hft

/-- The converse of the test fails: the Hamiltonian with splitting `z ^ 2` is degenerate
at the centre, yet a continuous ground vector returns to itself around the unit circle. -/
theorem quadratic_intersection_no_sign_change :
    let A : ℂ → Matrix (Fin 2) (Fin 2) ℝ := fun z =>
      !![(z * z).re, (z * z).im; (z * z).im, -(z * z).re]
    let v : ℝ → Fin 2 → ℝ := fun t => ![-Real.sin t, Real.cos t]
    IsDegenerate (A 0) ∧ Continuous v ∧
      (∀ t : ℝ, IsGroundVector (A (Complex.exp (t * Complex.I))) (v t)) ∧
      v (2 * Real.pi) = v 0 := by
  intro A v
  refine ⟨⟨0, ![1, 0], ![0, 1], ?_, ?_, ?_⟩, ?_, ?_, ?_⟩
  · rw [independent_iff]; simp
  · rw [eigen_iff]; simp [A]
  · rw [eigen_iff]; simp [A]
  · refine continuous_pi fun i => ?_
    fin_cases i
    · exact Real.continuous_sin.neg
    · exact Real.continuous_cos
  · intro t
    have hcs := Real.sin_sq_add_cos_sq t
    refine ⟨by simp [v], -1, ?_, ?_⟩
    · rw [eigen_iff]
      simp only [A, v, Matrix.of_apply, Matrix.cons_val_zero, Matrix.cons_val_one,
        Complex.mul_re, Complex.mul_im, Complex.exp_ofReal_mul_I_re,
        Complex.exp_ofReal_mul_I_im]
      constructor
      · linear_combination Real.sin t * hcs
      · linear_combination -Real.cos t * hcs
    · intro μ u hu he
      rw [eigen_iff] at he
      simp only [A, Matrix.of_apply, Matrix.cons_val_zero, Matrix.cons_val_one,
        Complex.mul_re, Complex.mul_im, Complex.exp_ofReal_mul_I_re,
        Complex.exp_ofReal_mul_I_im] at he
      obtain ⟨h0, h1⟩ := he
      by_contra hlt
      push Not at hlt
      -- the Hamiltonian preserves length, so its eigenvalues have modulus one
      have hsq : (μ ^ 2 - 1) * (u 0 ^ 2 + u 1 ^ 2) = 0 := by
        have e : (μ * u 0) ^ 2 + (μ * u 1) ^ 2 =
            (Real.sin t ^ 2 + Real.cos t ^ 2) ^ 2 * (u 0 ^ 2 + u 1 ^ 2) := by
          rw [← h0, ← h1]
          ring
        rw [hcs] at e
        linear_combination e
      have hsum := (mul_eq_zero.mp hsq).resolve_left (by nlinarith)
      apply hu
      rw [funext_iff, Fin.forall_fin_two]
      exact ⟨pow_eq_zero_iff two_ne_zero |>.mp (by nlinarith [sq_nonneg (u 0), sq_nonneg (u 1)]),
        pow_eq_zero_iff two_ne_zero |>.mp (by nlinarith [sq_nonneg (u 0), sq_nonneg (u 1)])⟩
  · simp [v]

end

end LonguetHigginsIntersection
```

```lean
#print axioms LonguetHigginsIntersection.intersection_of_sign_change
#print axioms LonguetHigginsIntersection.quadratic_intersection_no_sign_change
```

```
'LonguetHigginsIntersection.intersection_of_sign_change' depends on axioms: [propext, Classical.choice, Quot.sound]
'LonguetHigginsIntersection.quadratic_intersection_no_sign_change' depends on axioms: [propext, Classical.choice, Quot.sound]
```

## Two states, a continuous loop, one direction of inference

In `intersection_of_sign_change`, the complex argument of `A` holds the two nuclear coordinates, and `closedBall 0 1` is the disc. Continuity and symmetry are required only there. `IsGroundVector` demands unit length and an eigenvalue no larger than any other; `IsDegenerate` demands two independent eigenvectors with one eigenvalue. The name `splitting` denotes $w$, whereas the energy gap is $2|w|$. The degeneracy may lie on the boundary; if the loop itself is gapped, it lies inside.

`eigen_iff` and `independent_iff` turn vector statements into component equations, from which `isDegenerate_iff` obtains $w=0$. `exists_continuous_log` builds $L$ by induction on $k$. In `overlap_ne_zero`, `linear_combination` shows that zero overlap puts $v$ on the upper level, and the explicit lower eigenvector contradicts minimality. The main proof assumes no degeneracy, forms `g` and `f` along the circle, and applies `intermediate_value_uIcc`.

The converse fails, as `quadratic_intersection_no_sign_change` proves. With $w=z^2$ the levels meet at the centre, yet the ground vector $(-\sin t,\cos t)$ returns unchanged. An unchanged sign therefore does not exclude a degeneracy.

Longuet-Higgins's test is used for many-electron wavefunctions, while the theorem treats two-component real vectors. The step left to the user is the passage from electronic states computed at finitely many geometries to a continuous two-state Hamiltonian on the disc with a continuous ground vector on its edge. The theorem gives neither the position nor the number of the degeneracies.
